# For $F>0$ a simple Borel pole gives the Borel sum of $\sum_N N!\,F^N$ an imaginary part $\pm(\pi/F)\,e^{-1/F}$

When a Stark perturbation series with real coefficients of one sign is resummed by the Borel method at a real field, the integration path can run into a singularity. The practical step is to pass it on one side and to read the decay rate of the resonance from the imaginary part that appears. Here that step is carried out for a model series whose Borel transform has a single simple pole. The series is postulated, not derived from an atomic Hamiltonian.

For $F>0$ the real variable $F$ stands for a dimensionless field strength. Negative values serve only as a mathematical comparison. If the sum is read as a resonance energy $E_r - i\Gamma/2$ with width $\Gamma$, the size of its imaginary part is $\Gamma/2$, and the side on which the pole is passed fixes the sign.

```lean
import Mathlib

open MeasureTheory Filter Set Topology

namespace BorelPoleWidth

noncomputable section
```

## The series and its regularised sum

The term of order $N$ is $N!\,F^N$, with $N = 0, 1, 2, \dots$. For $F>0$ all terms are positive. The factorial stands for the rapid growth of high-order perturbation coefficients.

```lean
/-- The term of order `N` in the same-sign factorial series, `N! F^N`. -/
def seriesTerm (F : ℝ) (N : ℕ) : ℝ := (N.factorial : ℝ) * F ^ N
```

The Borel transform of this series is $1/(1-Ft)$, as shown below. For $F>0$ it has a pole at $t=1/F$, on the integration path. A nonzero real $\varepsilon$ moves the pole off the path:

$$\frac{e^{-t}}{1-Ft-i\varepsilon}.$$

The pole now lies at $t=(1-i\varepsilon)/F$, so for $\varepsilon>0$ the path passes above it. In Lean the integrand is a complex-valued function of three real arguments.

```lean
/-- The Borel integrand `exp(-t) / (1 - F t - i ε)`, for `ε ≠ 0` or `F t ≠ 1`. -/
def borelIntegrand (F ε t : ℝ) : ℂ :=
  ((Real.exp (-t) : ℝ) : ℂ) / (1 - F * t - ε * Complex.I)
```

The regularised Borel sum is

$$S(F,\varepsilon)=\int_0^\infty \frac{e^{-t}}{1-Ft-i\varepsilon}\,dt .$$

`Ioi (0 : ℝ)` is the open half-line $t>0$. The limits below take $\varepsilon\to0$ through positive values, written `𝓝[>] 0`, and never use the value at $\varepsilon=0$.

```lean
/-- The regularised Borel sum: the integral of the Borel integrand over `t > 0`,
for `ε ≠ 0`. -/
def borelSum (F ε : ℝ) : ℂ := ∫ t in Ioi (0 : ℝ), borelIntegrand F ε t
```

## Why a resummation is needed, and what it restores

Suppose the series converged at some $F\neq0$. Its terms would tend to zero. So does $F^{-N}/N!$, and hence the product of the two would as well. But

$$N!\,F^N\cdot\frac{F^{-N}}{N!}=1 ,$$

which is a contradiction. For a real series, `Summable` amounts to absolute convergence, and that is what the theorem denies. The argument uses only that the terms tend to zero, so it excludes ordinary convergence too.

```lean
/-- The factorial series is not summable, that is, not absolutely convergent, at any nonzero field.
-/
theorem not_summable_seriesTerm {F : ℝ} (hF : F ≠ 0) : ¬ Summable (seriesTerm F) := by
  intro h
  have h2 := FloorSemiring.tendsto_pow_div_factorial_atTop F⁻¹
  -- the product of two null sequences would be the constant 1
  have h3 : Tendsto (fun _ : ℕ => (1 : ℝ)) atTop (𝓝 (0 * 0)) :=
    (h.tendsto_atTop_zero.mul h2).congr fun N => by
      have hN : (N.factorial : ℝ) ≠ 0 := Nat.cast_ne_zero.2 N.factorial_ne_zero
      rw [seriesTerm, inv_pow]
      field_simp
  have h4 := tendsto_nhds_unique h3 tendsto_const_nhds
  norm_num at h4
```

Dividing each term by $N!$ and attaching $t^N$ leaves a geometric series,

$$\sum_{N=0}^\infty \frac{N!\,F^N}{N!}\,t^N=\sum_{N=0}^\infty (Ft)^N=\frac1{1-Ft},\qquad |Ft|<1 .$$

`HasSum` states both that the series converges and that this is its sum. For larger $t$, the regularised sum uses the closed form on the right as the continuation.

```lean
/-- Dividing the term of order `N` by `N!` gives a series in `t` that sums to
`1 / (1 - F t)` when `|F t| < 1`. -/
theorem borel_transform {F t : ℝ} (h : |F * t| < 1) :
    HasSum (fun N : ℕ => seriesTerm F N / (N.factorial : ℝ) * t ^ N) (1 / (1 - F * t)) := by
  have e : (fun N : ℕ => seriesTerm F N / (N.factorial : ℝ) * t ^ N)
      = fun N : ℕ => (F * t) ^ N := by
    funext N
    rw [seriesTerm, mul_div_cancel_left₀ _ (Nat.cast_ne_zero.2 N.factorial_ne_zero), mul_pow]
  rw [e, one_div]
  exact hasSum_geometric_of_abs_lt_one h
```

The weight $e^{-t}$ puts the factorial back, term by term:

$$\int_0^\infty e^{-t}(Ft)^N\,dt=F^N\,\Gamma(N+1)=N!\,F^N .$$

Here $\Gamma(N+1)$ is a value of the gamma function, not the width $\Gamma$ of a resonance. The proof takes its integral from Mathlib and moves the constant $F^N$ inside it. Exchanging the sum and the integral is the formal step that defines the Borel method. It is not an identity here, since the original series diverges.

```lean
/-- The Laplace integral of `(F t)^N` restores the term `N! F^N`. -/
theorem laplace_term (F : ℝ) (N : ℕ) :
    ∫ t in Ioi (0 : ℝ), Real.exp (-t) * (F * t) ^ N = seriesTerm F N := by
  have h := Real.Gamma_eq_integral (s := (N : ℝ) + 1) (by positivity)
  rw [Real.Gamma_nat_eq_factorial] at h
  simp only [add_sub_cancel_right, Real.rpow_natCast] at h
  rw [seriesTerm, h, ← integral_mul_const]
  refine integral_congr_ae (ae_of_all _ fun t => ?_)
  simp only [mul_pow]
  ring
```

## The imaginary part as a Lorentzian average

For $\varepsilon\neq0$ the denominator has modulus at least $|\varepsilon|$, so the integrand is bounded by $e^{-t}/|\varepsilon|$ and the integral converges. With

$$\frac1{a-i\varepsilon}=\frac{a+i\varepsilon}{a^2+\varepsilon^2},\qquad a=1-Ft,$$

the imaginary part is

$$\operatorname{Im}S(F,\varepsilon)=\int_0^\infty e^{-t}\,\frac{\varepsilon}{(1-Ft)^2+\varepsilon^2}\,dt .$$

In the proof, `hint` is the convergence by this bound. It allows `Complex.imCLM.integral_comp_comm` to take the imaginary part under the integral sign, after which the integrands are compared point by point.

```lean
/-- The imaginary part of the regularised Borel sum is the integral of `exp(-t)` against the
function `ε / ((1 - F t)² + ε²)`, for `ε ≠ 0`. -/
theorem im_borelSum (F : ℝ) {ε : ℝ} (hε : ε ≠ 0) :
    (borelSum F ε).im =
      ∫ t in Ioi (0 : ℝ), Real.exp (-t) * (ε / ((1 - F * t) ^ 2 + ε ^ 2)) := by
  have hz : ∀ t : ℝ, (1 - F * t - ε * Complex.I : ℂ) ≠ 0 := by
    intro t h
    have h' := congrArg Complex.im h
    simp at h'
    exact hε h'
  have hexp : IntegrableOn (fun t : ℝ => Real.exp (-t)) (Ioi 0) := by
    simpa using exp_neg_integrableOn_Ioi 0 one_pos
  have hcont : Continuous (borelIntegrand F ε) := by
    show Continuous fun t : ℝ => ((Real.exp (-t) : ℝ) : ℂ) / (1 - F * t - ε * Complex.I)
    exact Continuous.div (by fun_prop) (by fun_prop) hz
  -- the integral converges, since the denominator is at least |ε| in modulus
  have hint : Integrable (borelIntegrand F ε) (volume.restrict (Ioi 0)) := by
    refine Integrable.mono' (Integrable.mul_const hexp |ε|⁻¹) hcont.aestronglyMeasurable
      (ae_of_all _ fun t => ?_)
    have hb : |ε| ≤ ‖(1 - F * t - ε * Complex.I : ℂ)‖ := by
      simpa using Complex.abs_im_le_norm (1 - F * t - ε * Complex.I : ℂ)
    rw [borelIntegrand, norm_div, Complex.norm_real,
      Real.norm_of_nonneg (Real.exp_pos _).le, div_eq_mul_inv]
    exact mul_le_mul_of_nonneg_left (inv_anti₀ (abs_pos.2 hε) hb) (Real.exp_pos _).le
  have h := Complex.imCLM.integral_comp_comm hint
  simp only [Complex.imCLM_apply] at h
  rw [borelSum, ← h]
  refine integral_congr_ae (ae_of_all _ fun t => ?_)
  have e : (1 - F * t - ε * Complex.I : ℂ) = ⟨1 - F * t, -ε⟩ := by
    apply Complex.ext <;> simp
  simp only [borelIntegrand]
  rw [e, Complex.div_im]
  simp only [Complex.ofReal_re, Complex.ofReal_im, Complex.normSq_mk]
  ring
```

## Magnifying the pole

Let $F>0$ and $\varepsilon>0$. As $\varepsilon$ shrinks, the Lorentzian becomes narrow and tall around $t=1/F$. The variable $u=(Ft-1)/\varepsilon$, that is $t=(1+\varepsilon u)/F$, keeps its shape fixed. The lower limit $t>0$ becomes $1+\varepsilon u>0$, or $u>-1/\varepsilon$.

```lean
/-- For `ε > 0`, the condition `u > -1/ε` says that `1 + ε u` is positive. -/
theorem cut_iff {ε : ℝ} (hε : 0 < ε) (u : ℝ) : -(1 / ε) < u ↔ 0 < 1 + ε * u := by
  have h1 : ε * ε⁻¹ = 1 := mul_inv_cancel₀ hε.ne'
  have e : 1 + ε * u = ε * (u - -(1 / ε)) := by linear_combination -h1
  rw [e, mul_pos_iff_of_pos_left hε, sub_pos]
```

With $dt=(\varepsilon/F)\,du$ and $1-Ft=-\varepsilon u$,

$$\frac{\varepsilon}{\varepsilon^2u^2+\varepsilon^2}\cdot\frac{\varepsilon}{F}=\frac1F\,\frac1{1+u^2},$$

and therefore

$$\operatorname{Im}S(F,\varepsilon)=\frac1F\int_{-1/\varepsilon}^\infty \frac{e^{-(1+\varepsilon u)/F}}{1+u^2}\,du .$$

The Lean proof extends both integrands by zero to the whole line, using `indicator`. There the substitution combines a scaling and a translation, and `h1` removes them in that order. The pointwise identity `h2` treats $u$ inside and outside the range separately.

```lean
/-- For `F > 0` and `ε > 0`, substituting `t = (1 + ε u) / F` turns the imaginary part into an
integral against the fixed Lorentzian `1 / (1 + u²)`. -/
theorem im_borelSum_rescaled {F ε : ℝ} (hF : 0 < F) (hε : 0 < ε) :
    (borelSum F ε).im = 1 / F *
      ∫ u in Ioi (-(1 / ε)), Real.exp (-(1 + ε * u) / F) * (1 + u ^ 2)⁻¹ := by
  rw [im_borelSum F hε.ne', ← integral_indicator measurableSet_Ioi,
    ← integral_indicator measurableSet_Ioi]
  obtain ⟨g, hg⟩ : ∃ g : ℝ → ℝ, g = (Ioi (0 : ℝ)).indicator
    (fun t => Real.exp (-t) * (ε / ((1 - F * t) ^ 2 + ε ^ 2))) := ⟨_, rfl⟩
  rw [← hg]
  have h1 : ∫ u, g (1 / F + ε / F * u) = |(ε / F)⁻¹| • ∫ y, g y := by
    rw [Measure.integral_comp_mul_left (fun y => g (1 / F + y)) (ε / F),
      integral_add_left_eq_self g (1 / F)]
  have h2 : ∀ u, (Ioi (-(1 / ε))).indicator
      (fun u => Real.exp (-(1 + ε * u) / F) * (1 + u ^ 2)⁻¹) u
      = ε * g (1 / F + ε / F * u) := by
    intro u
    have hmem : 0 < 1 / F + ε / F * u ↔ -(1 / ε) < u := by
      rw [cut_iff hε, show 1 / F + ε / F * u = 1 / F * (1 + ε * u) by ring,
        mul_pos_iff_of_pos_left (one_div_pos.2 hF)]
    by_cases hu : -(1 / ε) < u
    · have hFF : F * F⁻¹ = 1 := mul_inv_cancel₀ hF.ne'
      have e1 : 1 - F * (1 / F + ε / F * u) = -(ε * u) := by
        linear_combination (-(1 + ε * u)) * hFF
      have e2 : -(1 / F + ε / F * u) = -(1 + ε * u) / F := by ring
      have e3 : ε * (ε / ((-(ε * u)) ^ 2 + ε ^ 2)) = (1 + u ^ 2)⁻¹ := by
        have hu2 : 1 + u ^ 2 ≠ 0 := by positivity
        rw [show (-(ε * u)) ^ 2 + ε ^ 2 = ε ^ 2 * (1 + u ^ 2) by ring]
        field_simp
      rw [hg, indicator_of_mem (show u ∈ Ioi (-(1 / ε)) from hu),
        indicator_of_mem (show 1 / F + ε / F * u ∈ Ioi (0 : ℝ) from hmem.2 hu),
        e1, e2, ← e3]
      ring
    · rw [hg, indicator_of_notMem (show u ∉ Ioi (-(1 / ε)) from hu),
        indicator_of_notMem (show 1 / F + ε / F * u ∉ Ioi (0 : ℝ) from fun h => hu (hmem.1 h)),
        mul_zero]
  rw [integral_congr_ae (ae_of_all _ h2), integral_const_mul, h1,
    abs_of_pos (inv_pos.2 (div_pos hε hF)), smul_eq_mul]
  field_simp
```

## The limit

On the range of integration $1+\varepsilon u>0$, so the exponential is at most 1 and the integrand is bounded by $1/(1+u^2)$, which is integrable and independent of $\varepsilon$. For each fixed $u$, the condition $1+\varepsilon u>0$ holds once $\varepsilon$ is small enough, and the exponential tends to $e^{-1/F}$. Dominated convergence gives

$$\lim_{\varepsilon\to0^+}\operatorname{Im}S(F,\varepsilon)=\frac{e^{-1/F}}F\int_{-\infty}^{\infty}\frac{du}{1+u^2}=\frac{\pi}{F}\,e^{-1/F}.$$

In the theorem, `Tendsto` expresses this limit, and `hF` is the condition $F>0$ that puts the pole on the path. The three bulleted blocks in the proof of `key` supply measurability, the bound and the pointwise limit. The theorem concerns the imaginary part only and makes no statement about the limit of the real part.

```lean
/-- **Imaginary part from a Borel pole.** For `F > 0` the imaginary part of the regularised Borel
sum tends to `(π / F) exp(-1 / F)` as `ε` tends to zero from above. -/
theorem tendsto_im_borelSum {F : ℝ} (hF : 0 < F) :
    Tendsto (fun ε => (borelSum F ε).im) (𝓝[>] 0)
      (𝓝 (Real.pi / F * Real.exp (-1 / F))) := by
  have key : Tendsto (fun ε : ℝ => ∫ u, (Ioi (-(1 / ε))).indicator
      (fun u => Real.exp (-(1 + ε * u) / F) * (1 + u ^ 2)⁻¹) u) (𝓝[>] 0)
      (𝓝 (∫ u : ℝ, Real.exp (-1 / F) * (1 + u ^ 2)⁻¹)) := by
    refine tendsto_integral_filter_of_dominated_convergence (fun u => (1 + u ^ 2)⁻¹)
      ?_ ?_ integrable_inv_one_add_sq ?_
    · refine Eventually.of_forall fun ε => ?_
      have hm : Measurable fun u : ℝ => Real.exp (-(1 + ε * u) / F) * (1 + u ^ 2)⁻¹ := by
        fun_prop
      exact (hm.indicator measurableSet_Ioi).aestronglyMeasurable
    · -- on the range of integration the exponential is at most 1
      filter_upwards [self_mem_nhdsWithin] with ε hε
      refine ae_of_all _ fun u => ?_
      by_cases hu : u ∈ Ioi (-(1 / ε))
      · have hp := (cut_iff hε u).1 hu
        rw [indicator_of_mem hu, Real.norm_of_nonneg (by positivity)]
        exact mul_le_of_le_one_left (by positivity) (Real.exp_le_one_iff.2
          (div_nonpos_of_nonpos_of_nonneg (by linarith) hF.le))
      · rw [indicator_of_notMem hu, norm_zero]
        positivity
    · refine ae_of_all _ fun u => ?_
      have hc : Continuous fun ε : ℝ =>
          Real.exp (-(1 + ε * u) / F) * (1 + u ^ 2)⁻¹ := by fun_prop
      have h0 := (hc.tendsto 0).mono_left (nhdsWithin_le_nhds (s := Ioi 0))
      simp only [zero_mul, add_zero] at h0
      have hl : Continuous fun ε : ℝ => 1 + ε * u := by fun_prop
      have h1 := (hl.tendsto' 0 1 (by simp)).mono_left (nhdsWithin_le_nhds (s := Ioi 0))
      refine h0.congr' ?_
      filter_upwards [h1.eventually (lt_mem_nhds zero_lt_one), self_mem_nhdsWithin] with ε hp hε
      rw [indicator_of_mem (show u ∈ Ioi (-(1 / ε)) from (cut_iff hε u).2 hp)]
  -- the area under the Lorentzian is π
  rw [integral_const_mul, integral_univ_inv_one_add_sq] at key
  have h := key.const_mul (1 / F)
  rw [show 1 / F * (Real.exp (-1 / F) * Real.pi) = Real.pi / F * Real.exp (-1 / F) by ring] at h
  refine h.congr' ?_
  filter_upwards [self_mem_nhdsWithin] with ε hε
  rw [im_borelSum_rescaled hF hε, integral_indicator measurableSet_Ioi]
```

## The other side of the pole

Changing the sign of $\varepsilon$ conjugates the integrand, because $F$ and $t$ are real. Thus $S(F,-\varepsilon)=\overline{S(F,\varepsilon)}$, and

$$S(F,\varepsilon)-S(F,-\varepsilon)=2i\operatorname{Im}S(F,\varepsilon)\;\longrightarrow\;\frac{2\pi i}{F}\,e^{-1/F}.$$

The series itself does not choose between the two signs. For a decaying state with energy $E_r-i\Gamma/2$ and $\Gamma>0$, the physical boundary condition selects the negative imaginary part, which in this model is the sum with $-\varepsilon$.

```lean
/-- For `F > 0` the Borel sums regularised with `+ε` and `-ε` differ, in the limit, by
`2 i (π / F) exp(-1 / F)`. -/
theorem tendsto_lateral_jump {F : ℝ} (hF : 0 < F) :
    Tendsto (fun ε => borelSum F ε - borelSum F (-ε)) (𝓝[>] 0)
      (𝓝 (((2 * (Real.pi / F * Real.exp (-1 / F)) : ℝ) : ℂ) * Complex.I)) := by
  have hconj : ∀ ε, borelSum F (-ε) = starRingEnd ℂ (borelSum F ε) := by
    intro ε
    rw [borelSum, borelSum, ← integral_conj]
    refine integral_congr_ae (ae_of_all _ fun t => ?_)
    simp only [borelIntegrand, map_div₀, map_sub, map_mul, map_one, Complex.conj_ofReal,
      Complex.conj_I, Complex.ofReal_neg, neg_mul, mul_neg]
  have h := (tendsto_im_borelSum hF).const_mul 2
  refine (((Complex.continuous_ofReal.tendsto _).comp h).mul_const Complex.I).congr fun ε => ?_
  rw [hconj, Complex.sub_conj]
  rfl
```

## No pole on the path, no imaginary part

For $F\le0$ and $t>0$ one has $1-Ft\ge1$. The denominator of the Lorentzian is then at least 1, so

$$0\le\operatorname{Im}S(F,\varepsilon)\le\int_0^\infty e^{-t}\,\varepsilon\,dt=\varepsilon\;\longrightarrow\;0 .$$

For $F<0$ the series alternates in sign, and it still diverges. The imaginary part found for $F>0$ therefore comes from the pole on the path and not from divergence alone. Negative $F$ does not describe a reversed field in this comparison: reversing a uniform static field leaves the ionisation rate of an atom's ground state unchanged. The Lean proof is the same squeeze between $0$ and $\varepsilon$.

```lean
/-- For `F ≤ 0` the imaginary part of the regularised Borel sum tends to zero. -/
theorem tendsto_im_borelSum_of_nonpos {F : ℝ} (hF : F ≤ 0) :
    Tendsto (fun ε => (borelSum F ε).im) (𝓝[>] 0) (𝓝 0) := by
  have hexp : IntegrableOn (fun t : ℝ => Real.exp (-t)) (Ioi 0) := by
    simpa using exp_neg_integrableOn_Ioi 0 one_pos
  have hid : Tendsto (fun ε : ℝ => ε) (𝓝[>] 0) (𝓝 0) := nhdsWithin_le_nhds
  refine squeeze_zero' ?_ ?_ hid
  · filter_upwards [self_mem_nhdsWithin] with ε hε
    have hε' : 0 < ε := hε
    rw [im_borelSum F hε'.ne']
    exact integral_nonneg fun t => by positivity
  · filter_upwards [self_mem_nhdsWithin] with ε hε
    have hε' : 0 < ε := hε
    rw [im_borelSum F hε'.ne']
    calc ∫ t in Ioi (0 : ℝ), Real.exp (-t) * (ε / ((1 - F * t) ^ 2 + ε ^ 2))
        ≤ ∫ t in Ioi (0 : ℝ), Real.exp (-t) * ε := by
          refine integral_mono_of_nonneg (ae_of_all _ fun t => by positivity)
            (Integrable.mul_const hexp ε)
            ((ae_restrict_iff' measurableSet_Ioi).2 (ae_of_all _ fun t ht => ?_))
          have ht' : 0 < t := ht
          have hFt := mul_nonneg (neg_nonneg.2 hF) ht'.le
          -- the denominator never drops below 1
          have hD : 1 ≤ (1 - F * t) ^ 2 + ε ^ 2 := by
            nlinarith [sq_nonneg (F * t), sq_nonneg ε]
          exact mul_le_mul_of_nonneg_left (div_le_self hε'.le hD) (Real.exp_pos _).le
      _ = ε := by rw [integral_mul_const, integral_exp_neg_Ioi_zero, one_mul]
```

## Smaller than every power of the field

Put $x=1/F$. For every fixed $N\ge0$,

$$\frac1{F^N}\,\frac{\pi}{F}\,e^{-1/F}=\pi\,x^{N+1}e^{-x}\;\longrightarrow\;0\qquad(F\to0^+),$$

since the exponential outweighs any power as $x\to\infty$. The proof composes that known limit with $F\mapsto F^{-1}$. The theorem's name speaks of the width, but its quantity is the size of the imaginary part, $\Gamma/2$. The width itself is $\Gamma=(2\pi/F)\,e^{-1/F}$, and the factor 2 does not affect the limit. In this one-pole model, the imaginary part thus vanishes faster than any power of the field, and no partial sum of the real series at real $F$ can show it.

```lean
/-- Divided by any fixed power `F^N`, the quantity `(π / F) exp(-1 / F)` still tends to zero
as `F` tends to zero from above. -/
theorem width_beyond_all_orders (N : ℕ) :
    Tendsto (fun F : ℝ => Real.pi / F * Real.exp (-1 / F) / F ^ N) (𝓝[>] 0) (𝓝 0) := by
  have h := ((Real.tendsto_pow_mul_exp_neg_atTop_nhds_zero (N + 1)).comp
    (tendsto_inv_nhdsGT_zero (𝕜 := ℝ))).const_mul Real.pi
  rw [mul_zero] at h
  refine h.congr fun F => ?_
  simp only [Function.comp_apply]
  rw [show -1 / F = -F⁻¹ by ring]
  ring

end

end BorelPoleWidth
```

```lean
#print axioms BorelPoleWidth.tendsto_im_borelSum
#print axioms BorelPoleWidth.tendsto_lateral_jump
#print axioms BorelPoleWidth.tendsto_im_borelSum_of_nonpos
#print axioms BorelPoleWidth.width_beyond_all_orders
```

```
'BorelPoleWidth.tendsto_im_borelSum' depends on axioms: [propext, Classical.choice, Quot.sound]
'BorelPoleWidth.tendsto_lateral_jump' depends on axioms: [propext, Classical.choice, Quot.sound]
'BorelPoleWidth.tendsto_im_borelSum_of_nonpos' depends on axioms: [propext, Classical.choice, Quot.sound]
'BorelPoleWidth.width_beyond_all_orders' depends on axioms: [propext, Classical.choice, Quot.sound]
```
